# For a parity doublet with positive gap and nonzero coupling, the lower level's Stark slope falls strictly from 0 at zero field towards -|d|

Take two states of opposite parity at energies -1 and 1, mixed by a field F through the off-diagonal element -F. The lower level is

E(F) = -√(1 + F²)

It starts flat and ends up nearly straight, with slope approaching -1. I know this as the change from a quadratic to a linear Stark effect. For a general gap Δ and the coupling d = μKM/(J(J+1)) of a symmetric top with permanent dipole moment μ and rotational quantum numbers J, K (projection on the molecular axis) and M (projection on the field), I would expect slope 0 and second derivative -2d²/Δ at F = 0, then a slope decreasing strictly towards -|d|. At Δ = 0 there should be a kink instead. Can this be made rigorous and machine-checked, starting from the matrix?

## From the secular equation to the limiting slope

Yes, within the two-state model. Measure energies from the midpoint of the doublet and write the rows of the Hamiltonian as

H(F) = (-Δ/2, -dF ; -dF, Δ/2)

A nonzero vector v with Hv = Ev exists exactly when the determinant of H - E vanishes:

(-Δ/2 - E)(Δ/2 - E) - (dF)² = E² - (Δ/2)² - (dF)² = 0

Let s be half the splitting in the field:

s(F) = √((Δ/2)² + (dF)²)

The eigenvalues are ±s, and the lower level is E₋ = -s. For Δ > 0, s is positive at every field, so s² can be differentiated to give 2ss′ = 2d²F. Hence

E₋′ = -d²F/s

which is 0 at F = 0. The quotient rule gives

E₋″ = -(d²s - d²F · d²F/s)/s² = -d²(s² - d²F²)/s³ = -d²(Δ/2)²/s³

At F = 0, s = Δ/2, so the second derivative is -2d²/Δ. If d ≠ 0, E₋″ is negative at every field, and the slope decreases strictly.

For the limit, let d ≠ 0 and F > 0. Since s² exceeds (|d|F)² by (Δ/2)², and (Δ/2 + |d|F)² exceeds s² by Δ|d|F,

|d|F < s ≤ Δ/2 + |d|F

The left inequality gives E₋′ = -|d| · |d|F/s > -|d|. Both together give

E₋′ + |d| = |d|(s - |d|F)/s ≤ |d|(Δ/2)/s ≤ Δ/(2F)

The slope therefore tends to -|d| as F → ∞.

If Δ = 0, then s = |dF| and E₋ = -|dF|. For d ≠ 0 its slope is |d| on the left of zero and -|d| on the right, so it has no derivative there.

## The doublet in Lean

```lean
import Mathlib

open Matrix Filter Topology

namespace ParityDoubletStark

noncomputable section

/-- The first-order Stark coupling `μ K M / (J (J + 1))` of a symmetric-top level. -/
def starkCoupling (μ : ℝ) (J : ℕ) (K M : ℤ) : ℝ := μ * K * M / (J * (J + 1))

/-- The Hamiltonian of a parity doublet with zero-field splitting `Δ`, whose two states are
mixed by a field `F` through the coupling `d`. -/
def doublet (Δ d F : ℝ) : Matrix (Fin 2) (Fin 2) ℝ :=
  !![-Δ / 2, -(d * F); -(d * F), Δ / 2]

/-- Half the splitting of the doublet in the field `F`. -/
def halfSplitting (Δ d F : ℝ) : ℝ := √((Δ / 2) ^ 2 + (d * F) ^ 2)

/-- The energy of the lower level of the doublet as a function of the field. -/
def lowerLevel (Δ d F : ℝ) : ℝ := -halfSplitting Δ d F

/-- The closed form of the slope of the lower level with respect to the field, for a nonzero
splitting. -/
def lowerSlope (Δ d F : ℝ) : ℝ := -(d ^ 2 * F / halfSplitting Δ d F)

/-- For `|K| ≤ J` the Stark coupling is nonzero exactly when the dipole moment, `K` and `M`
are all nonzero. -/
theorem starkCoupling_ne_zero_iff (μ : ℝ) (J : ℕ) (K M : ℤ) (hK : |K| ≤ (J : ℤ)) :
    starkCoupling μ J K M ≠ 0 ↔ μ ≠ 0 ∧ K ≠ 0 ∧ M ≠ 0 := by
  unfold starkCoupling
  constructor
  · intro h
    refine ⟨fun h0 => h (by simp [h0]), fun h0 => h (by simp [h0]), fun h0 => h (by simp [h0])⟩
  · rintro ⟨hμ, hK0, hM⟩
    -- a nonzero `K` forces `J` to be positive
    have hJ : (0 : ℤ) < (J : ℤ) := (abs_pos.2 hK0).trans_le hK
    have hJ' : (0 : ℝ) < (J : ℝ) := by exact_mod_cast hJ
    exact div_ne_zero (mul_ne_zero (mul_ne_zero hμ (Int.cast_ne_zero.2 hK0))
      (Int.cast_ne_zero.2 hM)) (by positivity)

/-- A number `E` is an eigenvalue of the doublet Hamiltonian exactly when
`E² = (Δ/2)² + (dF)²`. -/
theorem eigenvalue_iff (Δ d F E : ℝ) :
    (∃ v : Fin 2 → ℝ, v ≠ 0 ∧ doublet Δ d F *ᵥ v = E • v) ↔
      E ^ 2 = (Δ / 2) ^ 2 + (d * F) ^ 2 := by
  have key : ∀ v : Fin 2 → ℝ, doublet Δ d F *ᵥ v = E • v ↔
      !![-Δ / 2 - E, -(d * F); -(d * F), Δ / 2 - E] *ᵥ v = 0 := by
    intro v
    simp only [funext_iff, Fin.forall_fin_two]
    simp [doublet, Matrix.mulVec, dotProduct, Fin.sum_univ_two]
    constructor <;> rintro ⟨h1, h2⟩ <;> constructor <;> linarith
  -- the secular determinant
  have hdet : (!![-Δ / 2 - E, -(d * F); -(d * F), Δ / 2 - E]).det
      = E ^ 2 - ((Δ / 2) ^ 2 + (d * F) ^ 2) := by
    rw [Matrix.det_fin_two_of]; ring
  simp only [key]
  rw [Matrix.exists_mulVec_eq_zero_iff, hdet, sub_eq_zero]

/-- The lower level is the least eigenvalue of the doublet Hamiltonian. -/
theorem lowerLevel_isLeast (Δ d F : ℝ) :
    IsLeast {E : ℝ | ∃ v : Fin 2 → ℝ, v ≠ 0 ∧ doublet Δ d F *ᵥ v = E • v}
      (lowerLevel Δ d F) := by
  constructor
  · refine (eigenvalue_iff Δ d F _).2 ?_
    unfold lowerLevel halfSplitting
    rw [neg_sq, Real.sq_sqrt (by positivity)]
  · intro E hE
    exact neg_le_of_abs_le (Real.abs_le_sqrt ((eigenvalue_iff Δ d F E).1 hE).le)

lemma halfSplitting_pos {Δ : ℝ} (hΔ : 0 < Δ) (d F : ℝ) : 0 < halfSplitting Δ d F :=
  Real.sqrt_pos.2 (by positivity)

lemma halfSplitting_sq (Δ d F : ℝ) :
    halfSplitting Δ d F ^ 2 = (Δ / 2) ^ 2 + (d * F) ^ 2 :=
  Real.sq_sqrt (by positivity)

lemma hasDerivAt_halfSplitting {Δ : ℝ} (hΔ : 0 < Δ) (d F : ℝ) :
    HasDerivAt (halfSplitting Δ d) (d ^ 2 * F / halfSplitting Δ d F) F := by
  have h1 : HasDerivAt (fun x : ℝ => (Δ / 2) ^ 2 + (d * x) ^ 2) (2 * d ^ 2 * F) F := by
    have h := (((hasDerivAt_id' F).const_mul d).fun_pow 2).const_add ((Δ / 2) ^ 2)
    exact h.congr_deriv (by norm_num; ring)
  have hne : (Δ / 2) ^ 2 + (d * F) ^ 2 ≠ 0 := by positivity
  have h2 : HasDerivAt (halfSplitting Δ d)
      (2 * d ^ 2 * F / (2 * halfSplitting Δ d F)) F := h1.sqrt hne
  exact h2.congr_deriv (by rw [mul_assoc, mul_div_mul_left _ _ two_ne_zero])

/-- For a positive gap the lower level is differentiable in the field, with slope `-d² F / √((Δ/2)²
+ (dF)²)`. -/
theorem hasDerivAt_lowerLevel {Δ : ℝ} (hΔ : 0 < Δ) (d F : ℝ) :
    HasDerivAt (lowerLevel Δ d) (lowerSlope Δ d F) F :=
  (hasDerivAt_halfSplitting hΔ d F).fun_neg

/-- For `Δ > 0` the derivative of the slope at any field is `-d² (Δ/2)² / s³`, where `s` is half the
splitting. -/
theorem hasDerivAt_lowerSlope {Δ : ℝ} (hΔ : 0 < Δ) (d F : ℝ) :
    HasDerivAt (lowerSlope Δ d)
      (-(d ^ 2 * (Δ / 2) ^ 2 / halfSplitting Δ d F ^ 3)) F := by
  have hne := (halfSplitting_pos hΔ d F).ne'
  have h : HasDerivAt (lowerSlope Δ d)
      (-((d ^ 2 * 1 * halfSplitting Δ d F - d ^ 2 * F * (d ^ 2 * F / halfSplitting Δ d F))
        / halfSplitting Δ d F ^ 2)) F :=
    (((hasDerivAt_id' F).const_mul (d ^ 2)).fun_div
      (hasDerivAt_halfSplitting hΔ d F) hne).fun_neg
  refine h.congr_deriv ?_
  have hgap : (Δ / 2) ^ 2 = halfSplitting Δ d F ^ 2 - (d * F) ^ 2 := by
    linarith [halfSplitting_sq Δ d F]
  rw [hgap]
  field_simp

/-- For `Δ > 0`, `d ≠ 0` and `F > 0` the slope lies strictly above `-|d|`, and exceeds it by at most
`Δ / (2F)`. -/
theorem lowerSlope_bounds {Δ d F : ℝ} (hΔ : 0 < Δ) (hd : d ≠ 0) (hF : 0 < F) :
    -|d| < lowerSlope Δ d F ∧ lowerSlope Δ d F ≤ -|d| + Δ / (2 * F) := by
  have hs := halfSplitting_pos hΔ d F
  have hsq := halfSplitting_sq Δ d F
  have hk : 0 < |d| := abs_pos.2 hd
  have hkF : (|d| * F) ^ 2 = (d * F) ^ 2 := by rw [mul_pow, sq_abs, mul_pow]
  have hnum : d ^ 2 * F = |d| * (|d| * F) := by rw [← sq_abs d]; ring
  -- half the splitting lies between `|d| F` and `|d| F + Δ/2`
  have hlow : |d| * F < halfSplitting Δ d F :=
    (sq_lt_sq₀ (by positivity) hs.le).1 (by rw [hkF, hsq]; nlinarith [mul_pos hΔ hΔ])
  have hup : halfSplitting Δ d F ≤ Δ / 2 + |d| * F :=
    (sq_le_sq₀ hs.le (by positivity)).1 (by
      rw [hsq, ← hkF]; nlinarith [mul_pos hΔ (mul_pos hk hF)])
  unfold lowerSlope
  rw [hnum]
  constructor
  · have h : |d| * (|d| * F) / halfSplitting Δ d F < |d| := by
      rw [div_lt_iff₀ hs]
      exact mul_lt_mul_of_pos_left hlow hk
    linarith
  · have h1 : Δ / 2 * |d| ≤ Δ / (2 * F) * halfSplitting Δ d F := by
      rw [div_mul_eq_mul_div Δ (2 * F), le_div_iff₀ (by positivity)]
      nlinarith [mul_lt_mul_of_pos_left hlow hΔ]
    have h2 := mul_le_mul_of_nonneg_left hup hk.le
    have h : |d| - Δ / (2 * F) ≤ |d| * (|d| * F) / halfSplitting Δ d F := by
      rw [le_div_iff₀ hs, sub_mul]
      linarith
    linarith

/-- For `Δ > 0` and `d ≠ 0` the lower level has slope `0` and second derivative `-2d²/Δ` at
zero field; its slope decreases strictly with the field and tends to `-|d|`. -/
theorem quadratic_to_linear_stark {Δ d : ℝ} (hΔ : 0 < Δ) (hd : d ≠ 0) :
    HasDerivAt (lowerLevel Δ d) 0 0 ∧
      HasDerivAt (deriv (lowerLevel Δ d)) (-2 * d ^ 2 / Δ) 0 ∧
      StrictAnti (deriv (lowerLevel Δ d)) ∧
      Tendsto (deriv (lowerLevel Δ d)) atTop (𝓝 (-|d|)) := by
  have hderiv : deriv (lowerLevel Δ d) = lowerSlope Δ d :=
    funext fun F => (hasDerivAt_lowerLevel hΔ d F).deriv
  rw [hderiv]
  refine ⟨(hasDerivAt_lowerLevel hΔ d 0).congr_deriv (by simp [lowerSlope]), ?_, ?_, ?_⟩
  · -- at zero field half the splitting is `Δ/2`
    have h0 : halfSplitting Δ d 0 = Δ / 2 := by
      unfold halfSplitting
      rw [show (Δ / 2) ^ 2 + (d * 0) ^ 2 = (Δ / 2) ^ 2 by ring]
      exact Real.sqrt_sq (by positivity)
    refine (hasDerivAt_lowerSlope hΔ d 0).congr_deriv ?_
    rw [h0]
    field_simp
  · refine strictAnti_of_deriv_neg fun F => ?_
    rw [(hasDerivAt_lowerSlope hΔ d F).deriv]
    have hs := halfSplitting_pos hΔ d F
    have h : 0 < d ^ 2 * (Δ / 2) ^ 2 / halfSplitting Δ d F ^ 3 := by positivity
    linarith
  · -- squeeze the slope between `-|d|` and `-|d| + Δ/(2F)`
    have h0 : Tendsto (fun F : ℝ => Δ / (2 * F)) atTop (𝓝 0) :=
      tendsto_const_nhds.div_atTop (tendsto_id.const_mul_atTop two_pos)
    have h := h0.const_add (-|d|)
    rw [add_zero] at h
    refine tendsto_of_tendsto_of_tendsto_of_le_of_le' tendsto_const_nhds h ?_ ?_
    · filter_upwards [eventually_gt_atTop (0 : ℝ)] with F hF
      exact (lowerSlope_bounds hΔ hd hF).1.le
    · filter_upwards [eventually_gt_atTop (0 : ℝ)] with F hF
      exact (lowerSlope_bounds hΔ hd hF).2

/-- For an exactly degenerate doublet the lower level is `-|dF|`. -/
theorem lowerLevel_zero_gap (d F : ℝ) : lowerLevel 0 d F = -|d * F| := by
  simp [lowerLevel, halfSplitting, Real.sqrt_sq_eq_abs]

/-- For an exactly degenerate doublet with nonzero coupling the lower level is not
differentiable at zero field. -/
theorem not_differentiableAt_zero_gap {d : ℝ} (hd : d ≠ 0) :
    ¬ DifferentiableAt ℝ (lowerLevel 0 d) 0 := by
  intro h
  -- rescaling the level would make the absolute value differentiable at zero
  have e : (abs : ℝ → ℝ) = fun x => -|d|⁻¹ * lowerLevel 0 d x := by
    funext x
    rw [lowerLevel_zero_gap, abs_mul, neg_mul_neg, inv_mul_cancel_left₀ (abs_ne_zero.2 hd)]
  have h2 : DifferentiableAt ℝ (abs : ℝ → ℝ) 0 := by
    rw [e]
    exact h.const_mul _
  exact not_differentiableAt_abs_zero h2

end

end ParityDoubletStark
```

```lean
#print axioms ParityDoubletStark.starkCoupling_ne_zero_iff
-- 'ParityDoubletStark.starkCoupling_ne_zero_iff' depends on axioms: [propext, Classical.choice, Quot.sound]
#print axioms ParityDoubletStark.lowerLevel_isLeast
-- 'ParityDoubletStark.lowerLevel_isLeast' depends on axioms: [propext, Classical.choice, Quot.sound]
#print axioms ParityDoubletStark.quadratic_to_linear_stark
-- 'ParityDoubletStark.quadratic_to_linear_stark' depends on axioms: [propext, Classical.choice, Quot.sound]
#print axioms ParityDoubletStark.not_differentiableAt_zero_gap
-- 'ParityDoubletStark.not_differentiableAt_zero_gap' depends on axioms: [propext, Classical.choice, Quot.sound]
```

## What the theorems say about the molecule

`doublet Δ d F` is the real 2×2 matrix above, in the basis of zero-field parity states, with Δ and dF in the same energy unit. The gap Δ stands for a splitting such as that caused by inversion tunnelling; it is a given constant here. `lowerLevel` is defined as -s, and `lowerLevel_isLeast` ties it to the matrix: it is the least number E for which some nonzero real vector satisfies Hv = Ev.

`quadratic_to_linear_stark` assumes `0 < Δ` and `d ≠ 0`. Its four parts state that

- the level has derivative 0 at zero field;
- the derivative function has derivative -2d²/Δ there;
- the derivative function is strictly decreasing on the whole real line, negative fields included (`StrictAnti`);
- it tends to -|d| as F → ∞ (`Tendsto … atTop`).

`lowerLevel_zero_gap` and `not_differentiableAt_zero_gap` cover the degenerate doublet, the second for d ≠ 0.

The main theorem takes any nonzero real d. The molecular formula enters through `starkCoupling`, with J a natural number and K, M integers. It is a definition, not derived from rotational wavefunctions. For |K| ≤ J, `starkCoupling_ne_zero_iff` says that it is nonzero exactly when μ, K and M all are. At J = 0 this forces K = 0, and Lean evaluates the resulting 0/0 as 0, in agreement with the absence of a first-order shift.

Coupling to other rotational levels and hyperfine structure are left out. The limit F → ∞ belongs to the two-state matrix; in a molecule, the linear regime needs |d|F large compared with Δ, in a field still weak enough for the coupling to other rotational levels to be negligible.

In this two-state model, -E₋′ is the field-induced dipole moment and 2d²/Δ the zero-field polarisability. Estimating that polarisability by the second difference -(E₋(F) - 2E₋(0) + E₋(-F))/F² gives 2d²/(s(F) + Δ/2), which is close to 2d²/Δ when |d|F is well below Δ/2.

## How the proof follows the calculation

`eigenvalue_iff` rewrites Hv = Ev, component by component, as (H - E)v = 0. Mathlib's `Matrix.exists_mulVec_eq_zero_iff` turns the existence of a nonzero solution into a vanishing determinant. In `lowerLevel_isLeast`, squaring -s shows that it is an eigenvalue, and E² = s² gives |E| ≤ s, hence -s ≤ E for every other one.

`halfSplitting_pos` and `halfSplitting_sq` supply s > 0 and the formula for s². `hasDerivAt_halfSplitting` applies the chain rule to the square root, where Δ > 0 keeps the radicand away from zero, and `hasDerivAt_lowerLevel` changes the sign. `hasDerivAt_lowerSlope` uses the quotient rule, then replaces (Δ/2)² by s² - (dF)² so that `field_simp` can match the two forms.

`lowerSlope_bounds` proves the two bounds on s by comparing squares (`hlow`, `hup`) and turns them into bounds on the slope. The main theorem first identifies `deriv (lowerLevel Δ d)` with `lowerSlope Δ d`. Strict decrease follows from the negative second derivative by `strictAnti_of_deriv_neg`, and the limit from squeezing the slope between -|d| and -|d| + Δ/(2F).

At zero gap, the proof multiplies the level by -1/|d| to recover the absolute value. Differentiability of the level at 0 would then make |F| differentiable there, a contradiction.

## Zero coupling and a reversed gap

With Δ = 2 and d = 0, the level is the constant -1. Its slope is 0 at every field, so strict decrease fails.

With d = 1 and Δ = -2, the level is still -√(1 + F²), whose second derivative at zero is -1, while -2d²/Δ would give +1. The sign of Δ matters to the formula even though the spectrum does not depend on it.
